# For a two-level excitation T of amplitude t, the wave operator Ω = 1 + T has Ω†Ω − ΩΩ† = diag(|t|², −|t|²)

In a two-level model with an orthonormal basis, the matrix T sends the first basis state to t times the second, and the second to zero, where t is any complex number. The wave operator Ω is the exponential series of T kept through first order, so Ω = 1 + T; it is not normalised, and it takes the first basis state to (1, t), whose squared norm is 1 + |t|². The theorem states that Ω†Ω − ΩΩ† is the diagonal matrix with entries |t|² and −|t|², which measures how far Ω is from commuting with its adjoint. The attempt first writes Ω as an explicit 2 × 2 matrix, then checks the identity entry by entry with `simp` and `ring`.

The failing Lean file:

```lean
import Mathlib

open Matrix
open scoped ComplexOrder

namespace TwoLevelNormalityDefect

variable {n : Type*} [Fintype n] [DecidableEq n]

/-- The finite exponential of a complex square matrix `T`: the exponential series kept through order
`N`. -/
noncomputable def finiteExp (N : ℕ) (T : Matrix n n ℂ) : Matrix n n ℂ :=
  ∑ k ∈ Finset.range (N + 1), (k.factorial : ℂ)⁻¹ • T ^ k

/-- For the two-level excitation with amplitude `t`, the wave operator `Ω` satisfies
`Ω† Ω - Ω Ω† = diag(|t|², -|t|²)`. -/
theorem twoLevel_normality_defect (t : ℂ) :
    (finiteExp 1 !![0, 0; t, 0])ᴴ * finiteExp 1 !![0, 0; t, 0]
      - finiteExp 1 !![0, 0; t, 0] * (finiteExp 1 !![0, 0; t, 0])ᴴ
      = !![(Complex.normSq t : ℂ), 0; 0, -(Complex.normSq t : ℂ)] := by
  have hΩ : finiteExp 1 !![0, 0; t, 0] = !![1, 0; t, 1] := by
    ext i j
    fin_cases i <;> fin_cases j <;> simp [finiteExp, Finset.sum_range_succ]
  rw [hΩ]
  ext i j
  fin_cases i <;> fin_cases j <;>
    simp [Matrix.mul_apply, Fin.sum_univ_succ, Complex.normSq_eq_conj_mul_self] <;> ring

end TwoLevelNormalityDefect
```

Lean reports:

```
Try this:
  [apply] ring_nf
  
  The `ring` tactic failed to close the goal. Use `ring_nf` to obtain a normal form.
    
  Note that `ring` works primarily in *commutative* rings. If you have a noncommutative ring, abelian group or module, consider using `noncomm_ring`, `abel` or `module` instead.
Try this:
  [apply] ring_nf
  
  The `ring` tactic failed to close the goal. Use `ring_nf` to obtain a normal form.
    
  Note that `ring` works primarily in *commutative* rings. If you have a noncommutative ring, abelian group or module, consider using `noncomm_ring`, `abel` or `module` instead.
Try this:
  [apply] ring_nf
  
  The `ring` tactic failed to close the goal. Use `ring_nf` to obtain a normal form.
    
  Note that `ring` works primarily in *commutative* rings. If you have a noncommutative ring, abelian group or module, consider using `noncomm_ring`, `abel` or `module` instead.
Try this:
  [apply] ring_nf
  
  The `ring` tactic failed to close the goal. Use `ring_nf` to obtain a normal form.
    
  Note that `ring` works primarily in *commutative* rings. If you have a noncommutative ring, abelian group or module, consider using `noncomm_ring`, `abel` or `module` instead.
Main.lean:20:69: error: unsolved goals
case «0».«0»
t : ℂ
hΩ : finiteExp 1 !![0, 0; t, 0] = !![1, 0; t, 1]
⊢ 1 + (starRingEnd ℂ) t * t - (![1, 0] ᵥ* !![1, 0; t, 1]ᴴ) 0 = (starRingEnd ℂ) t * t

case «0».«1»
t : ℂ
hΩ : finiteExp 1 !![0, 0; t, 0] = !![1, 0; t, 1]
⊢ (starRingEnd ℂ) t - (![1, 0] ᵥ* !![1, 0; t, 1]ᴴ) 1 = 0

case «1».«0»
t : ℂ
hΩ : finiteExp 1 !![0, 0; t, 0] = !![1, 0; t, 1]
⊢ t - (![t, 1] ᵥ* !![1, 0; t, 1]ᴴ) 0 = 0

case «1».«1»
t : ℂ
hΩ : finiteExp 1 !![0, 0; t, 0] = !![1, 0; t, 1]
⊢ 1 - (![t, 1] ᵥ* !![1, 0; t, 1]ᴴ) 1 = -((starRingEnd ℂ) t * t)
```

As a diff, the version that Lean accepts:

```diff
@@ -22,8 +22,13 @@
     ext i j
     fin_cases i <;> fin_cases j <;> simp [finiteExp, Finset.sum_range_succ]
-  rw [hΩ]
+  have hΩ' : (!![1, 0; t, 1] : Matrix (Fin 2) (Fin 2) ℂ)ᴴ
+      = !![1, (starRingEnd ℂ) t; 0, 1] := by
+    ext i j
+    fin_cases i <;> fin_cases j <;> simp [Matrix.conjTranspose_apply]
+  rw [hΩ, hΩ']
   ext i j
   fin_cases i <;> fin_cases j <;>
-    simp [Matrix.mul_apply, Fin.sum_univ_succ, Complex.normSq_eq_conj_mul_self] <;> ring
+    simp [Complex.normSq_eq_conj_mul_self]
+  ring
 
 end TwoLevelNormalityDefect
```

The four "Try this" messages say that `ring` failed to close the goal in each of the four entries, and the error lists what was left. Each goal still holds a term such as `(![1, 0] ᵥ* !![1, 0; t, 1]ᴴ) 0`, an entry of ΩΩ†. `simp` had reduced that product to a row of Ω times the matrix Ω†, but went no further, because Ω† was still a conjugate transpose and not a matrix with its entries written out. `ring` does not compute such a product, so it could not cancel the terms.

The repair proves `hΩ'`, which gives Ω† explicitly as `!![1, (starRingEnd ℂ) t; 0, 1]`, and rewrites with it after `hΩ`. Both products are then between explicit matrices, and `simp` can work out their entries. It closes three of the four goals, and `ring` closes the last. Dropping `Matrix.mul_apply` and `Fin.sum_univ_succ` from the `simp` call, and putting `ring` on its own line, is mere tidying.
